# Three separated two-level pairs with nonzero internal coupling: CI with at most two excited pairs lies above the sum of the pair energies

To get the interaction energy of a cluster, I subtract the fragment energies from the cluster energy, all computed with the same truncated CI. For fragments that don't interact, the difference should be zero. I believe that CISDTQ already fails this for three separated electron pairs. As a model, give each pair a reference level at energy zero and a doubly excited level at energy \(2D\), coupled by the matrix element \(K\):

\[
h=\begin{pmatrix}0&K\\K&2D\end{pmatrix},\qquad D>0,\quad K\neq0 .
\]

Quadruple excitations then mean at most two excited pairs. Is the lowest truncated energy strictly above \(3(D-\sqrt{D^2+K^2})\)? I'd like a rigorous proof, checked by machine in Lean.

## Without the fully excited configuration, the energy stays above the additive value

Yes, and the sign of \(D\) doesn't matter. Put \(e=D-\sqrt{D^2+K^2}\). Squaring \(e-D\) gives \(e^2=2De+K^2\), and \(K\neq0\) gives \(e<0\). The eigenvalues of \(h\) are \(D\pm\sqrt{D^2+K^2}\), so \(e\) is the lowest, with normalised eigenvector \((K,e)/\sqrt{K^2+e^2}\). One pair alone is treated exactly by the truncation, so the three fragment energies add up to \(3e\).

For \(n\) units, let \(\psi(s)\) be the real amplitude of configuration \(s\), and let \(H\) be the sum of the one-unit Hamiltonians. Choose a unit \(i\), fix the levels of the others, and call the two remaining amplitudes \(x\) (unit \(i\) in level 0) and \(y\) (level 1). In \(\langle\psi,H\psi\rangle-ne\langle\psi,\psi\rangle\), the Hamiltonian of unit \(i\), less \(e\), contributes from these two amplitudes \(2Kxy+2Dy^2-e(x^2+y^2)\). Multiplying by \(-e>0\) and using \(e^2-2De=K^2\) gives

\[
e^2x^2-2eKxy+K^2y^2=(-ex+Ky)^2 .
\]

Summing over all units and all such pairs of amplitudes shows that \(\langle\psi,H\psi\rangle\ge ne\langle\psi,\psi\rangle\). The product of unit ground states attains the bound, since each term of \(H\) contributes \(e\).

Now take \(n=3\) and suppose that \(\psi\) attains the bound with \(\psi(1,1,1)=0\). Every square vanishes, so \(y=0\) forces \(x=0\). De-exciting one unit at a time carries the zero from \((1,1,1)\) to every configuration, and \(\psi=0\).

The truncated matrix is real symmetric, so it has a smallest eigenvalue \(E\). Extend its eigenvector by zero to a vector \(\psi\neq0\). On allowed configurations \((H\psi)(s)=E\psi(s)\), and elsewhere \(\psi(s)=0\), so \(\langle\psi,H\psi\rangle=E\langle\psi,\psi\rangle\). Since \(\psi(1,1,1)=0\), the bound is strict: \(E>3e\).

Here is the Lean file, which treats any \(n\) units with at most \(m<n\) excited:

```lean
import Mathlib

open Matrix

namespace TruncatedCISizeConsistency

noncomputable section

/-- Hamiltonian of one two-level unit, with diagonal energies `0` and `2 * D` and coupling `K`. -/
def unitH (D K : ℝ) : Matrix (Fin 2) (Fin 2) ℝ := !![0, K; K, 2 * D]

/-- The energy `D - √(D² + K²)`. -/
def unitEnergy (D K : ℝ) : ℝ := D - Real.sqrt (D ^ 2 + K ^ 2)

/-- The unnormalised one-unit vector with amplitudes `K` and `unitEnergy D K`; it is zero when
`K = 0` and `D ≥ 0`. -/
def unitState (D K : ℝ) : Fin 2 → ℝ := ![K, unitEnergy D K]

/-- A configuration says for each of `n` units whether it is in level 0 or excited to level 1. -/
abbrev Config (n : ℕ) := Fin n → Fin 2

/-- The number of excited units in a configuration. -/
def excited {n : ℕ} (s : Config n) : ℕ := (Finset.univ.filter fun i => s i = 1).card

/-- Total Hamiltonian of `n` noninteracting units: the sum over units of the one-unit
Hamiltonian, acting as the identity on all other units. -/
def totalH (D K : ℝ) (n : ℕ) : Matrix (Config n) (Config n) ℝ :=
  Matrix.of fun s t => ∑ i, if ∀ j, j ≠ i → s j = t j then unitH D K (s i) (t i) else 0

/-- The configurations with at most `m` excited units. -/
abbrev Truncated (n m : ℕ) := {s : Config n // excited s ≤ m}

/-- The total Hamiltonian compressed to configurations with at most `m` excited units. -/
def truncatedH (D K : ℝ) (n m : ℕ) : Matrix (Truncated n m) (Truncated n m) ℝ :=
  (totalH D K n).submatrix Subtype.val Subtype.val

/-- The unit energy solves the secular equation of one unit, and it is negative when the
coupling is nonzero. -/
theorem unitEnergy_spec (D K : ℝ) :
    unitEnergy D K ^ 2 = 2 * D * unitEnergy D K + K ^ 2 ∧ (K ≠ 0 → unitEnergy D K < 0) := by
  have hs : Real.sqrt (D ^ 2 + K ^ 2) ^ 2 = D ^ 2 + K ^ 2 := Real.sq_sqrt (by positivity)
  refine ⟨by unfold unitEnergy; linear_combination hs, fun hK => ?_⟩
  have hK2 : 0 < K ^ 2 := by positivity
  have hlt : D < Real.sqrt (D ^ 2 + K ^ 2) := Real.lt_sqrt_of_sq_lt (by linarith)
  unfold unitEnergy
  linarith

/-- A real number is in the spectrum of a real square matrix exactly when it has an
eigenvector. -/
theorem mem_spectrum_iff {ι : Type*} [Fintype ι] [DecidableEq ι] (A : Matrix ι ι ℝ) (E : ℝ) :
    E ∈ spectrum ℝ A ↔ ∃ v, v ≠ 0 ∧ A *ᵥ v = E • v := by
  rw [spectrum.mem_iff, Matrix.isUnit_iff_isUnit_det, isUnit_iff_ne_zero, not_not,
    ← Matrix.exists_mulVec_eq_zero_iff]
  simp only [Algebra.algebraMap_eq_smul_one, Matrix.sub_mulVec, Matrix.smul_mulVec,
    Matrix.one_mulVec, sub_eq_zero]
  exact ⟨fun ⟨v, h, e⟩ => ⟨v, h, e.symm⟩, fun ⟨v, h, e⟩ => ⟨v, h, e.symm⟩⟩

/-- The unit state satisfies the one-unit Schrödinger equation with the unit energy. -/
theorem unitH_mulVec_unitState (D K : ℝ) :
    unitH D K *ᵥ unitState D K = unitEnergy D K • unitState D K := by
  have he := (unitEnergy_spec D K).1
  funext a
  simp only [Matrix.mulVec, dotProduct, Fin.sum_univ_two]
  rcases (by decide : ∀ x : Fin 2, x = 0 ∨ x = 1) a with rfl | rfl
  · change 0 * K + K * unitEnergy D K = unitEnergy D K * K
    ring
  · change K * K + 2 * D * unitEnergy D K = unitEnergy D K * unitEnergy D K
    linear_combination -he

/-- For nonzero coupling, the unit energy is the lowest eigenvalue of one unit. -/
theorem unitH_ground (D : ℝ) {K : ℝ} (hK : K ≠ 0) :
    IsLeast (spectrum ℝ (unitH D K)) (unitEnergy D K) := by
  refine ⟨(mem_spectrum_iff _ _).mpr
    ⟨unitState D K, fun h => hK (congrFun h 0), unitH_mulVec_unitState D K⟩, fun E hE => ?_⟩
  obtain ⟨v, hv, hE⟩ := (mem_spectrum_iff _ _).mp hE
  have h0 : 0 * v 0 + K * v 1 = E * v 0 := by
    have h := congrFun hE 0
    simp only [Matrix.mulVec, dotProduct, Fin.sum_univ_two] at h
    exact h
  have h1 : K * v 0 + 2 * D * v 1 = E * v 1 := by
    have h := congrFun hE 1
    simp only [Matrix.mulVec, dotProduct, Fin.sum_univ_two] at h
    exact h
  have hv0 : v 0 ≠ 0 := by
    intro h
    have hv1 : v 1 = 0 := by
      rw [h, mul_zero, mul_zero, zero_add] at h0
      exact (mul_eq_zero.mp h0).resolve_left hK
    refine hv (funext fun a => ?_)
    rcases (by decide : ∀ x : Fin 2, x = 0 ∨ x = 1) a with rfl | rfl
    · exact h
    · exact hv1
  -- the secular equation
  have hq : (E ^ 2 - 2 * D * E - K ^ 2) * v 0 = 0 := by
    linear_combination -(E - 2 * D) * h0 - K * h1
  have hq' := (mul_eq_zero.mp hq).resolve_right hv0
  have habs : |E - D| ≤ Real.sqrt (D ^ 2 + K ^ 2) := Real.abs_le_sqrt (by linarith)
  have := (abs_le.mp habs).1
  unfold unitEnergy
  linarith

/-- The total Hamiltonian acts on a wavefunction as a sum of one-unit terms, each of which keeps or
changes the level of its own unit and leaves the others fixed. -/
theorem totalH_mulVec (D K : ℝ) {n : ℕ} (ψ : Config n → ℝ) (s : Config n) :
    (totalH D K n *ᵥ ψ) s =
      ∑ i, ∑ b, unitH D K (s i) b * ψ (Function.update s i b) := by
  simp only [Matrix.mulVec, dotProduct, totalH, Matrix.of_apply, Finset.sum_mul]
  rw [Finset.sum_comm]
  refine Finset.sum_congr rfl fun i _ => ?_
  have key : ∀ t : Config n, (∀ j, j ≠ i → s j = t j) → Function.update s i (t i) = t := by
    intro t ht
    funext j
    by_cases hj : j = i
    · rw [hj, Function.update_self]
    · rw [Function.update_of_ne hj, ht j hj]
  simp only [ite_mul, zero_mul]
  rw [← Finset.sum_filter]
  refine Finset.sum_bij' (fun t _ => t i) (fun b _ => Function.update s i b) ?_ ?_ ?_ ?_ ?_
  · intro t _
    exact Finset.mem_univ _
  · intro b _
    refine Finset.mem_filter.mpr ⟨Finset.mem_univ _, fun j hj => ?_⟩
    rw [Function.update_of_ne hj]
  · intro t ht
    exact key t (Finset.mem_filter.mp ht).2
  · intro b _
    exact Function.update_self i b s
  · intro t ht
    rw [key t (Finset.mem_filter.mp ht).2]

/-- For any real vector `ψ`, normalised or not, the quadratic form
`⟨ψ, Hψ⟩ - n * unitEnergy D K * ⟨ψ, ψ⟩` of the total Hamiltonian `H`, times `-2 * unitEnergy D K`,
is a sum of squares. -/
theorem excess_energy (D K : ℝ) {n : ℕ} (ψ : Config n → ℝ) :
    2 * -unitEnergy D K * (ψ ⬝ᵥ (totalH D K n *ᵥ ψ) - n * unitEnergy D K * (ψ ⬝ᵥ ψ)) =
      ∑ i, ∑ s, (-unitEnergy D K * ψ (Function.update s i 0)
        + K * ψ (Function.update s i 1)) ^ 2 := by
  have he := (unitEnergy_spec D K).1
  generalize unitEnergy D K = e at he ⊢
  have h1 : ψ ⬝ᵥ (totalH D K n *ᵥ ψ) - n * e * (ψ ⬝ᵥ ψ) = ∑ i, ∑ s, ψ s *
      (∑ b, unitH D K (s i) b * ψ (Function.update s i b) - e * ψ s) := by
    rw [Finset.sum_comm]
    simp only [dotProduct, totalH_mulVec]
    rw [Finset.mul_sum, ← Finset.sum_sub_distrib]
    refine Finset.sum_congr rfl fun s _ => ?_
    rw [← Finset.mul_sum, Finset.sum_sub_distrib, Finset.sum_const, Finset.card_univ,
      Fintype.card_fin, nsmul_eq_mul]
    ring
  rw [h1, Finset.mul_sum]
  refine Finset.sum_congr rfl fun i _ => ?_
  -- pair each configuration with the one in which unit i is flipped
  have pair : ∀ f : Config n → ℝ, 2 * ∑ s, f s =
      ∑ s, (f (Function.update s i 0) + f (Function.update s i 1)) := by
    intro f
    have hinv : Function.Involutive
        (fun s : Config n => Function.update s i (1 - s i)) := by
      intro s
      change Function.update (Function.update s i (1 - s i)) i
        (1 - Function.update s i (1 - s i) i) = s
      rw [Function.update_self, Function.update_idem,
        (by decide : ∀ x : Fin 2, 1 - (1 - x) = x), Function.update_eq_self]
    have h : ∑ s, f (Function.update s i (1 - s i)) = ∑ s, f s :=
      Equiv.sum_comp hinv.toPerm f
    rw [two_mul]
    nth_rewrite 2 [← h]
    rw [← Finset.sum_add_distrib]
    refine Finset.sum_congr rfl fun s _ => ?_
    have hs := Function.update_eq_self i s
    rcases (by decide : ∀ x : Fin 2, x = 0 ∨ x = 1) (s i) with h | h
    · rw [h] at hs
      rw [h, hs, (by decide : (1 : Fin 2) - 0 = 1)]
    · rw [h] at hs
      rw [h, hs, (by decide : (1 : Fin 2) - 1 = 0), add_comm]
  rw [mul_comm (2 : ℝ) (-e), mul_assoc, pair, Finset.mul_sum]
  refine Finset.sum_congr rfl fun s _ => ?_
  have h00 : unitH D K 0 0 = 0 := rfl
  have h01 : unitH D K 0 1 = K := rfl
  have h10 : unitH D K 1 0 = K := rfl
  have h11 : unitH D K 1 1 = 2 * D := rfl
  simp only [Function.update_self, Function.update_idem, Fin.sum_univ_two, h00, h01, h10, h11]
  linear_combination ψ (Function.update s i 1) ^ 2 * he

/-- For nonzero coupling, the exact lowest energy of `n` noninteracting units is `n` times
the unit energy. -/
theorem totalH_ground (D : ℝ) {K : ℝ} (hK : K ≠ 0) (n : ℕ) :
    IsLeast (spectrum ℝ (totalH D K n)) (n * unitEnergy D K) := by
  constructor
  · -- the product of unit states is an eigenvector
    refine (mem_spectrum_iff _ _).mpr ⟨fun s => ∏ i, unitState D K (s i), fun h => ?_, ?_⟩
    · have hp : ∏ _i : Fin n, unitState D K 0 ≠ 0 :=
        Finset.prod_ne_zero_iff.mpr fun _ _ => hK
      exact hp (congrFun h fun _ => 0)
    · funext s
      have hloc : ∀ a, ∑ b, unitH D K a b * unitState D K b =
          unitEnergy D K * unitState D K a := fun a => congrFun (unitH_mulVec_unitState D K) a
      have hi : ∀ i, ∑ b, unitH D K (s i) b * ∏ j, unitState D K (Function.update s i b j) =
          unitEnergy D K * ∏ j, unitState D K (s j) := by
        intro i
        have hupd : ∀ b, ∏ j, unitState D K (Function.update s i b j) =
            unitState D K b * ∏ j ∈ Finset.univ.erase i, unitState D K (s j) := by
          intro b
          rw [← Finset.mul_prod_erase Finset.univ _ (Finset.mem_univ i), Function.update_self]
          congr 1
          refine Finset.prod_congr rfl fun j hj => ?_
          rw [Function.update_of_ne (Finset.ne_of_mem_erase hj)]
        simp only [hupd, ← mul_assoc]
        rw [← Finset.sum_mul, hloc, mul_assoc,
          Finset.mul_prod_erase Finset.univ (fun j => unitState D K (s j)) (Finset.mem_univ i)]
      rw [totalH_mulVec, Finset.sum_congr rfl fun i _ => hi i, Finset.sum_const,
        Finset.card_univ, Fintype.card_fin, nsmul_eq_mul, Pi.smul_apply, smul_eq_mul, mul_assoc]
  · intro E hE
    obtain ⟨v, hv, hE⟩ := (mem_spectrum_iff _ _).mp hE
    have hneg := (unitEnergy_spec D K).2 hK
    have hvv : 0 < v ⬝ᵥ v := lt_of_le_of_ne
      (Finset.sum_nonneg fun i _ => mul_self_nonneg (v i))
      (Ne.symm (mt dotProduct_self_eq_zero.mp hv))
    have hsos := excess_energy D K v
    rw [hE, dotProduct_smul, smul_eq_mul] at hsos
    have hnn : 0 ≤ 2 * -unitEnergy D K *
        (E * (v ⬝ᵥ v) - n * unitEnergy D K * (v ⬝ᵥ v)) := by
      rw [hsos]
      positivity
    have h := (mul_nonneg_iff_of_pos_left (by linarith)).mp hnn
    exact le_of_mul_le_mul_right (by linarith) hvv

/-- For nonzero coupling, a nonzero wavefunction without amplitude on the fully excited
configuration has an energy expectation strictly above `n` unit energies. -/
theorem energy_gt_of_no_full_excitation (D : ℝ) {K : ℝ} (hK : K ≠ 0) {n : ℕ}
    {ψ : Config n → ℝ} (h0 : ψ ≠ 0) (htop : ψ (fun _ => 1) = 0) :
    n * unitEnergy D K * (ψ ⬝ᵥ ψ) < ψ ⬝ᵥ (totalH D K n *ᵥ ψ) := by
  have hneg := (unitEnergy_spec D K).2 hK
  have hsos := excess_energy D K ψ
  by_contra hcon
  have hle := not_lt.mp hcon
  have hz : ∑ i, ∑ s, (-unitEnergy D K * ψ (Function.update s i 0)
      + K * ψ (Function.update s i 1)) ^ 2 = 0 := by
    refine le_antisymm ?_ (by positivity)
    rw [← hsos]
    exact mul_nonpos_iff.mpr (Or.inl ⟨by linarith, by linarith⟩)
  have hrel : ∀ i s, -unitEnergy D K * ψ (Function.update s i 0)
      + K * ψ (Function.update s i 1) = 0 := by
    intro i s
    have h1 := (Finset.sum_eq_zero_iff_of_nonneg (fun i _ => by positivity)).mp hz i
      (Finset.mem_univ i)
    have h2 := (Finset.sum_eq_zero_iff_of_nonneg (fun s _ => by positivity)).mp h1 s
      (Finset.mem_univ s)
    exact (pow_eq_zero_iff two_ne_zero).mp h2
  -- the zero amplitude spreads from the fully excited configuration to all others
  have hall : ∀ T : Finset (Fin n), ∀ s : Config n, (∀ i, i ∉ T → s i = 1) → ψ s = 0 := by
    intro T
    induction T using Finset.induction_on with
    | empty =>
      intro s hs
      rw [show s = fun _ => 1 from funext fun i => hs i (by simp)]
      exact htop
    | insert a T ha ih =>
      intro s hs
      have h1 : ψ (Function.update s a 1) = 0 := by
        refine ih _ fun i hi => ?_
        by_cases h : i = a
        · rw [h, Function.update_self]
        · rw [Function.update_of_ne h]
          exact hs i (by simp [h, hi])
      have h2 := hrel a s
      rw [h1, mul_zero, add_zero] at h2
      have h3 := (mul_eq_zero.mp h2).resolve_left (neg_ne_zero.mpr hneg.ne)
      have hs' := Function.update_eq_self a s
      rcases (by decide : ∀ x : Fin 2, x = 0 ∨ x = 1) (s a) with h | h
      · rw [h] at hs'
        rwa [hs'] at h3
      · rw [h] at hs'
        rwa [hs'] at h1
  exact h0 (funext fun s => hall Finset.univ s fun i hi => absurd (Finset.mem_univ i) hi)

/-- For nonzero coupling and `m < n`, the Hamiltonian of `n` units compressed to at most `m`
excited units has a smallest eigenvalue, and it lies strictly above `n` unit energies. -/
theorem truncated_ground_gt (D : ℝ) {K : ℝ} (hK : K ≠ 0) {n m : ℕ} (hmn : m < n) :
    ∃ E, IsLeast (spectrum ℝ (truncatedH D K n m)) E ∧ n * unitEnergy D K < E := by
  have hsym : (truncatedH D K n m).IsHermitian := by
    refine Matrix.IsHermitian.ext fun s t => ?_
    have hu : ∀ a b, unitH D K a b = unitH D K b a := by
      intro a b
      fin_cases a <;> fin_cases b <;> rfl
    simp only [truncatedH, Matrix.submatrix_apply, totalH, Matrix.of_apply, star_trivial]
    exact Finset.sum_congr rfl fun i _ => if_congr
      ⟨fun h j hj => (h j hj).symm, fun h j hj => (h j hj).symm⟩ (hu _ _) rfl
  have : Nonempty (Truncated n m) := ⟨⟨fun _ => 0, by simp [excited]⟩⟩
  obtain ⟨j, hj⟩ := Finite.exists_min hsym.eigenvalues
  have hspec := hsym.spectrum_real_eq_range_eigenvalues
  have hmem : hsym.eigenvalues j ∈ spectrum ℝ (truncatedH D K n m) := by
    rw [hspec]
    exact ⟨j, rfl⟩
  refine ⟨hsym.eigenvalues j, ⟨hmem, ?_⟩, ?_⟩
  · rw [hspec]
    rintro _ ⟨k, rfl⟩
    exact hj k
  obtain ⟨v, hv, hE⟩ := (mem_spectrum_iff _ _).mp hmem
  generalize hsym.eigenvalues j = E at hE ⊢
  -- extend the truncated eigenvector by zero to all configurations
  obtain ⟨ψ, hψ1, hψ2⟩ : ∃ ψ : Config n → ℝ, (∀ s : Truncated n m, ψ s.1 = v s) ∧
      ∀ s, ¬ excited s ≤ m → ψ s = 0 :=
    ⟨fun s => if h : excited s ≤ m then v ⟨s, h⟩ else 0,
      fun s => dif_pos s.2, fun s h => dif_neg h⟩
  have hH : ∀ s : Truncated n m, (totalH D K n *ᵥ ψ) s.1 = E * ψ s.1 := by
    intro s
    have h := Fintype.sum_subtype_add_sum_subtype (fun t : Config n => excited t ≤ m)
      (fun t => totalH D K n s.1 t * ψ t)
    have h2 : ∑ t : {t : Config n // ¬ excited t ≤ m}, totalH D K n s.1 t.1 * ψ t.1 = 0 :=
      Finset.sum_eq_zero fun t _ => by rw [hψ2 t.1 t.2, mul_zero]
    have h3 : ∑ t : Truncated n m, totalH D K n s.1 t.1 * ψ t.1 = E * ψ s.1 := by
      simp only [hψ1]
      exact congrFun hE s
    change ∑ t, totalH D K n s.1 t * ψ t = E * ψ s.1
    linarith
  have hen : ψ ⬝ᵥ (totalH D K n *ᵥ ψ) = E * (ψ ⬝ᵥ ψ) := by
    simp only [dotProduct]
    rw [Finset.mul_sum]
    refine Finset.sum_congr rfl fun s _ => ?_
    by_cases hs : excited s ≤ m
    · have h : (totalH D K n *ᵥ ψ) s = E * ψ s := hH ⟨s, hs⟩
      rw [h]
      ring
    · rw [hψ2 s hs]
      ring
  have hψ0 : ψ ≠ 0 := fun h => hv (funext fun s => by rw [← hψ1 s, h]; rfl)
  have htop : ψ (fun _ => 1) = 0 := hψ2 _ (by simpa [excited] using hmn)
  have hgt := energy_gt_of_no_full_excitation D hK hψ0 htop
  rw [hen] at hgt
  exact lt_of_mul_lt_mul_right hgt (Finset.sum_nonneg fun i _ => mul_self_nonneg (ψ i))

/-- For three units with nonzero coupling, the smallest eigenvalue of the Hamiltonian compressed
to at most two excited units is strictly greater than `3 * (D - √(D² + K²))`. -/
theorem three_units_two_excited (D : ℝ) {K : ℝ} (hK : K ≠ 0) :
    ∃ E, IsLeast (spectrum ℝ (truncatedH D K 3 2)) E ∧
      3 * (D - Real.sqrt (D ^ 2 + K ^ 2)) < E := by
  obtain ⟨E, h1, h2⟩ := truncated_ground_gt D hK (show 2 < 3 by norm_num)
  exact ⟨E, h1, by simpa only [unitEnergy, Nat.cast_ofNat] using h2⟩

end

end TruncatedCISizeConsistency
```

```lean
#print axioms TruncatedCISizeConsistency.unitH_ground
#print axioms TruncatedCISizeConsistency.totalH_ground
#print axioms TruncatedCISizeConsistency.three_units_two_excited
```

```
'TruncatedCISizeConsistency.unitH_ground' depends on axioms: [propext, Classical.choice, Quot.sound]
'TruncatedCISizeConsistency.totalH_ground' depends on axioms: [propext, Classical.choice, Quot.sound]
'TruncatedCISizeConsistency.three_units_two_excited' depends on axioms: [propext, Classical.choice, Quot.sound]
```

The final theorem, `three_units_two_excited`, says that for real `D` and nonzero `K` there is a least element `E` of the spectrum of `truncatedH D K 3 2`, and that it exceeds \(3e\). The hypothesis `hK` stands for a coupling that mixes the pair excitation into the reference.

A `Config n` assigns level 0 or 1 to each unit, and `excited` counts the ones. `totalH` lets one unit change while the others stay fixed, and `truncatedH` keeps the rows and columns with at most `m` excited units. `unitState` is the unnormalised vector \((K,e)\).

Reading two excited units as quadruples belongs to the model, which has identical, noninteracting pairs with one excited level each. The theorem gives the sign of the size-consistency error, not its magnitude.

In the proof, `unitEnergy_spec` supplies the quadratic relation and the sign of \(e\), while `mem_spectrum_iff` translates between spectrum and eigenvectors. `unitH_ground` settles one unit, and `totalH_ground` gives the exact energy \(ne\) through the product state and the lower bound.

`totalH_mulVec` writes the action of \(H\) as a sum of one-unit terms, including the diagonal ones. `excess_energy` is the sum of squares; its sum over all `s` meets each pair of amplitudes twice, hence the factor 2. Its last `linear_combination` inserts the quadratic relation.

In `energy_gt_of_no_full_excitation`, induction on the set `T` of units that may be de-excited spreads the zero amplitude. `truncated_ground_gt` obtains the smallest eigenvalue from the symmetry of the matrix, extends its eigenvector by zero and applies the strict bound. Setting `n = 3` and `m = 2` finishes the proof.
